# The Hartree–Fock energy of the uniform electron gas is lowest at zero or full spin polarization, never in between

Dilute an electron gas and exchange gains on kinetic energy. Exchange acts only between electrons of equal spin and so favours aligning them, while the Pauli principle makes alignment cost kinetic energy. At some density the aligned gas should win. Does the magnetization then grow gradually from zero, or does it jump?

The answer here is a jump. It holds for the mean-field energy of a uniform gas with two filled Fermi spheres, a model without correlation that is a common reference point for spin-density functionals.

```lean
import Mathlib

open Set Filter Topology

namespace StonerJump

noncomputable section
```

## Kinetic and exchange energy at fixed polarization

Let $n$ be the density and $z$ the polarization, so that the two spin species have densities $n(1\pm z)/2$. Kinetic energy per volume scales as the $5/3$ power of each spin density and exchange energy as the $4/3$ power. Relative to the unpolarized gas, both therefore carry a factor of the form

$$f(p,z)=\tfrac12\left[(1+z)^p+(1-z)^p\right].$$

```lean
/-- The polarization factor `((1+z)^p + (1-z)^p)/2` of a spin-polarized electron gas,
for polarizations `-1 ≤ z ≤ 1`. -/
def polarFactor (p z : ℝ) : ℝ := ((1 + z) ^ p + (1 - z) ^ p) / 2
```

Let $r$ be the radius of the sphere that holds one electron on average, so that $n\propto r^{-3}$. Per electron, the kinetic energy then goes as $r^{-2}$ and the exchange energy as $r^{-1}$:

$$e(z)=\frac{A\,f(5/3,z)}{r^2}-\frac{B\,f(4/3,z)}{r}.$$

```lean
/-- Hartree-Fock energy per electron at density parameter `r ≠ 0` and polarization `z`:
kinetic energy minus exchange energy. -/
def energy (A B r z : ℝ) : ℝ :=
  A * polarFactor (5 / 3) z / r ^ 2 - B * polarFactor (4 / 3) z / r
```

The constants $A$ and $B$ set the strengths of kinetic and exchange energy in the unpolarized gas. The file takes this formula as its definition of the energy and does not derive it from a Hamiltonian. Spin-density waves, non-collinear states and crystals are not compared. The name `StonerJump` in the code is only a label and does not refer to Stoner's model, where the exchange term is proportional to $z^2$ and, with the same kinetic energy, partial polarization can be the minimum. Since $e(-z)=e(z)$, the range $0\le z\le1$ loses nothing.

The Fermi wave vectors of the two species, in units of the unpolarized one, are $u=(1+z)^{1/3}$ and $v=(1-z)^{1/3}$. Their sum $s(z)=u+v$ will control the sign of the slope.

```lean
/-- Sum of the Fermi wave vectors of the two spin species, in units of the unpolarized one,
for `-1 ≤ z ≤ 1`. -/
def fermiSum (z : ℝ) : ℝ := (1 + z) ^ (1 / 3 : ℝ) + (1 - z) ^ (1 / 3 : ℝ)
```

The density parameter at which the jump will occur is $r_c=(A/B)(1+2^{1/3})$.

```lean
/-- The density parameter `(A/B)(1 + 2^(1/3))`, for `B ≠ 0`. -/
def criticalRadius (A B : ℝ) : ℝ := A / B * (1 + (2 : ℝ) ^ (1 / 3 : ℝ))
```

## The slope factorizes

Two identities for cube roots of $x\ge0$ are needed: $x^{2/3}=(x^{1/3})^2$ and $(x^{1/3})^3=x$.

```lean
private lemma rpow_two_thirds {x : ℝ} (hx : 0 ≤ x) :
    x ^ (2 / 3 : ℝ) = (x ^ (1 / 3 : ℝ)) ^ 2 := by
  rw [← Real.rpow_natCast, ← Real.rpow_mul hx]
  norm_num

private lemma cbrt_cube {x : ℝ} (hx : 0 ≤ x) : (x ^ (1 / 3 : ℝ)) ^ 3 = x := by
  rw [← Real.rpow_natCast, ← Real.rpow_mul hx]
  norm_num
```

For $p\ge1$ the polarization factor has the derivative

$$\frac{\partial f}{\partial z}(p,z)=\frac p2\left[(1+z)^{p-1}-(1-z)^{p-1}\right].$$

```lean
private lemma hasDerivAt_polarFactor {p : ℝ} (hp : 1 ≤ p) (z : ℝ) :
    HasDerivAt (polarFactor p) (p * ((1 + z) ^ (p - 1) - (1 - z) ^ (p - 1)) / 2) z := by
  have h1 : HasDerivAt (fun x : ℝ => 1 + x) 1 z := (hasDerivAt_id' z).const_add 1
  have h2 : HasDerivAt (fun x : ℝ => 1 - x) (-1) z := (hasDerivAt_id' z).const_sub 1
  have h : HasDerivAt (fun x : ℝ => ((1 + x) ^ p + (1 - x) ^ p) / 2)
      ((1 * p * (1 + z) ^ (p - 1) + -1 * p * (1 - z) ^ (p - 1)) / 2) z :=
    ((h1.rpow_const (Or.inr hp)).fun_add (h2.rpow_const (Or.inr hp))).div_const 2
  exact h.congr_deriv (by ring)
```

With $p=5/3$ the bracket is $u^2-v^2=(u-v)(u+v)$, and with $p=4/3$ it is $u-v$. Hence

$$e'(z)=\frac{5A}{6r^2}(u^2-v^2)-\frac{4B}{6r}(u-v)=\frac{(u-v)\,(5A\,s(z)-4Br)}{6r^2}.$$

```lean
/-- The slope of the energy in the polarization is the difference of the two Fermi wave vectors
times a factor that depends on the polarization only through their sum. -/
theorem hasDerivAt_energy (A B : ℝ) {r z : ℝ} (hr : 0 < r) (hz : z ∈ Icc (0 : ℝ) 1) :
    HasDerivAt (energy A B r)
      (((1 + z) ^ (1 / 3 : ℝ) - (1 - z) ^ (1 / 3 : ℝ)) *
        (5 * A * fermiSum z - 4 * B * r) / (6 * r ^ 2)) z := by
  have h := (((hasDerivAt_polarFactor (p := 5 / 3) (by norm_num) z).const_mul A).div_const
    (r ^ 2)).fun_sub
    (((hasDerivAt_polarFactor (p := 4 / 3) (by norm_num) z).const_mul B).div_const r)
  refine h.congr_deriv ?_
  rw [show (5 / 3 : ℝ) - 1 = 2 / 3 by norm_num, show (4 / 3 : ℝ) - 1 = 1 / 3 by norm_num,
    rpow_two_thirds (by linarith [hz.1]), rpow_two_thirds (by linarith [hz.2])]
  unfold fermiSum
  generalize (1 + z) ^ (1 / 3 : ℝ) = u
  generalize (1 - z) ^ (1 / 3 : ℝ) = v
  field_simp
  ring
```

After the roots are renamed `u` and `v`, `field_simp` and `ring` verify this algebra. At $z=1$ the two-sided derivative involves Lean's convention for powers of negative numbers, but the arguments below use the value of the slope only at interior points, and at the ends only the continuity of the energy.

The factor $u-v$ has a practical side. It vanishes at $z=0$ for every $r$, so a gradient search started from exactly zero polarization never moves. A search started from a nonzero polarization can move, though it may still end at $z=0$.

## The sum of the Fermi wave vectors decreases

Raise the polarization, so that $u$ grows to $u'$ and $v$ shrinks to $v'$. Because $u^3+v^3=2$ throughout, $u'^3-u^3=v^3-v'^3$, that is,

$$(u'-u)(u'^2+u'u+u^2)=(v-v')(v^2+vv'+v'^2).$$

Since $1\le u<u'$, the second factor on the left exceeds 3. Since $0\le v'<v\le1$, the one on the right is below 3. Therefore $u'-u<v-v'$, which says $u'+v'<u+v$.

```lean
/-- The sum of the two Fermi wave vectors decreases strictly as the gas is polarized. -/
theorem fermiSum_strictAntiOn : StrictAntiOn fermiSum (Icc 0 1) := by
  -- equal changes of the cubes mean a smaller change of the larger root
  have key : ∀ u u' v v' : ℝ, 1 ≤ u → u < u' → 0 ≤ v' → v' < v → v ≤ 1 →
      u' ^ 3 - u ^ 3 = v ^ 3 - v' ^ 3 → u' + v' < u + v := by
    intro u u' v v' hu huu hv' hvv hv h
    have hp : 0 < u' ^ 2 + u' * u + u ^ 2 - 3 := by
      nlinarith [sq_nonneg (u - 1), sq_nonneg (u' - 1),
        mul_nonneg (sub_nonneg.2 hu) (sub_nonneg.2 (hu.trans huu.le))]
    have hq : 0 < 3 - (v ^ 2 + v * v' + v' ^ 2) := by
      nlinarith [mul_nonneg hv' (sub_nonneg.2 hv),
        mul_nonneg (hv'.trans hvv.le) (sub_nonneg.2 hv),
        mul_nonneg hv' (sub_nonneg.2 (hvv.le.trans hv))]
    nlinarith [mul_pos (sub_pos.2 huu) hp, mul_pos (sub_pos.2 hvv) hq]
  intro x hx y hy hxy
  obtain ⟨hx0, hx1⟩ := hx
  obtain ⟨hy0, hy1⟩ := hy
  refine key _ _ _ _ (Real.one_le_rpow (by linarith) (by norm_num))
    (Real.rpow_lt_rpow (by linarith) (by linarith) (by norm_num))
    (Real.rpow_nonneg (by linarith) _)
    (Real.rpow_lt_rpow (by linarith) (by linarith) (by norm_num))
    (Real.rpow_le_one (by linarith) (by linarith) (by norm_num)) ?_
  rw [cbrt_cube (by linarith), cbrt_cube (by linarith), cbrt_cube (by linarith),
    cbrt_cube (by linarith)]
  ring
```

In the proof, `key` is this comparison, with `hp` and `hq` the two bounds against 3. The remaining lines check that the cube roots satisfy its assumptions.

The other factor of the slope is positive for $0<z\le1$, because $1+z>1-z\ge0$.

```lean
private lemma wave_gap_pos {x : ℝ} (h0 : 0 < x) (h1 : x ≤ 1) :
    0 < (1 + x) ^ (1 / 3 : ℝ) - (1 - x) ^ (1 / 3 : ℝ) :=
  sub_pos.2 (Real.rpow_lt_rpow (by linarith) (by linarith) (by norm_num))
```

## Rising below, falling above

Suppose $4Br\le5A\,s(z)$. For $0<x<z$ we have $s(x)>s(z)$, so $5A\,s(x)-4Br>0$ and $e'(x)>0$. The energy rises strictly on $[0,z]$.

```lean
/-- If `4Br ≤ 5A s(z)`, with `s` the sum of the Fermi wave vectors, the energy rises strictly
from the unpolarized state up to polarization `z`. -/
theorem energy_strictMonoOn {A B r z : ℝ} (hA : 0 < A) (hr : 0 < r) (hz : z ∈ Icc (0 : ℝ) 1)
    (h : 4 * B * r ≤ 5 * A * fermiSum z) : StrictMonoOn (energy A B r) (Icc 0 z) := by
  refine strictMonoOn_of_deriv_pos (convex_Icc 0 z) (fun x hx =>
    (hasDerivAt_energy A B hr ⟨hx.1, hx.2.trans hz.2⟩).continuousAt.continuousWithinAt) ?_
  intro x hx
  rw [interior_Icc] at hx
  have hx' : x ∈ Icc (0 : ℝ) 1 := ⟨hx.1.le, hx.2.le.trans hz.2⟩
  have hs := fermiSum_strictAntiOn hx' hz hx.2
  rw [(hasDerivAt_energy A B hr hx').deriv]
  refine div_pos (mul_pos (wave_gap_pos hx.1 hx'.2) ?_) (by positivity)
  nlinarith [mul_pos hA (sub_pos.2 hs)]
```

Suppose $5A\,s(z)\le4Br$. For $z<x<1$ we have $s(x)<s(z)$, so $e'(x)<0$. The energy falls strictly on $[z,1]$.

```lean
/-- If `5A s(z) ≤ 4Br`, with `s` the sum of the Fermi wave vectors, the energy falls strictly
from polarization `z` up to full polarization. -/
theorem energy_strictAntiOn {A B r z : ℝ} (hA : 0 < A) (hr : 0 < r) (hz : z ∈ Icc (0 : ℝ) 1)
    (h : 5 * A * fermiSum z ≤ 4 * B * r) : StrictAntiOn (energy A B r) (Icc z 1) := by
  refine strictAntiOn_of_deriv_neg (convex_Icc z 1) (fun x hx =>
    (hasDerivAt_energy A B hr ⟨hz.1.trans hx.1, hx.2⟩).continuousAt.continuousWithinAt) ?_
  intro x hx
  rw [interior_Icc] at hx
  have hx' : x ∈ Icc (0 : ℝ) 1 := ⟨hz.1.trans hx.1.le, hx.2.le⟩
  have hs := fermiSum_strictAntiOn hz hx' hx.1
  rw [(hasDerivAt_energy A B hr hx').deriv]
  refine div_neg_of_neg_of_pos (mul_neg_of_pos_of_neg
    (wave_gap_pos (hz.1.trans_lt hx.1) hx'.2) ?_) (by positivity)
  nlinarith [mul_pos hA (sub_pos.2 hs)]
```

Both theorems pass from the sign of the derivative inside the interval to strict monotonicity on the closed interval, using continuity at the ends. They assume $A>0$ and $r>0$ but put no condition on $B$.

## Partial polarization is never a minimum

At any $z$ in $(0,1)$ at least one of the two inequalities holds. In the first case the energy is lower just below $z$, in the second just above. Either way, $z$ is not a local minimum.

```lean
/-- No partially polarized state is a local minimum of the Hartree-Fock energy. -/
theorem no_partial_local_min {A B r z : ℝ} (hA : 0 < A) (hr : 0 < r)
    (hz : z ∈ Ioo (0 : ℝ) 1) : ¬ IsLocalMin (energy A B r) z := by
  intro hmin
  have hev : ∀ᶠ w in 𝓝 z, energy A B r z ≤ energy A B r w := hmin
  have hz' : z ∈ Icc (0 : ℝ) 1 := ⟨hz.1.le, hz.2.le⟩
  rcases le_total (4 * B * r) (5 * A * fermiSum z) with h | h
  · -- the energy is lower just below `z`
    have hI : ∀ᶠ w in 𝓝[<] z, w ∈ Ioo 0 z := Ioo_mem_nhdsLT hz.1
    obtain ⟨w, hw, hwI⟩ := ((hev.filter_mono nhdsWithin_le_nhds).and hI).exists
    exact not_lt_of_ge hw (energy_strictMonoOn hA hr hz' h ⟨hwI.1.le, hwI.2.le⟩
      ⟨hz.1.le, le_rfl⟩ hwI.2)
  · -- the energy is lower just above `z`
    have hI : ∀ᶠ w in 𝓝[>] z, w ∈ Ioo z 1 := Ioo_mem_nhdsGT hz.2
    obtain ⟨w, hw, hwI⟩ := ((hev.filter_mono nhdsWithin_le_nhds).and hI).exists
    exact not_lt_of_ge hw (energy_strictAntiOn hA hr hz' h ⟨le_rfl, hz.2.le⟩
      ⟨hwI.1.le, hwI.2.le⟩ hwI.1)
```

`IsLocalMin` says that $e(z)\le e(w)$ for all $w$ near $z$. The proof picks a $w$ on the appropriate side, close enough for that inequality to apply, and contradicts it.

If $0<z<1$ and $e'(z)=0$, then $u-v>0$ forces $5A\,s(z)=4Br$. Both inequalities hold, so the energy rises strictly up to $z$ and falls strictly after it. The stationary point lies above every other polarization in $[0,1]$.

```lean
/-- A partially polarized stationary state has strictly higher energy than every other
polarization between 0 and 1. -/
theorem stationary_is_strict_max {A B r z w : ℝ} (hA : 0 < A) (hr : 0 < r)
    (hz : z ∈ Ioo (0 : ℝ) 1) (hstat : deriv (energy A B r) z = 0)
    (hw : w ∈ Icc (0 : ℝ) 1) (hne : w ≠ z) : energy A B r w < energy A B r z := by
  have hz' : z ∈ Icc (0 : ℝ) 1 := ⟨hz.1.le, hz.2.le⟩
  rw [(hasDerivAt_energy A B hr hz').deriv] at hstat
  have hnum := (div_eq_zero_iff.1 hstat).resolve_right
    (show 6 * r ^ 2 ≠ 0 by positivity)
  have hs := (mul_eq_zero.1 hnum).resolve_left (wave_gap_pos hz.1 hz'.2).ne'
  rcases lt_or_gt_of_ne hne with h | h
  · exact energy_strictMonoOn hA hr hz' (by linarith) ⟨hw.1, h.le⟩ ⟨hz.1.le, le_rfl⟩ h
  · exact energy_strictAntiOn hA hr hz' (by linarith) ⟨le_rfl, hz.2.le⟩ ⟨h.le, hw.2⟩ h
```

Such a point is a barrier: a descent started below it is driven towards $z=0$, and one started above it towards $z=1$. A numerical search for the ground state should therefore compare the energies of both endpoints.

The condition $A>0$ matters. Take the unphysical values $A=-4$ and $B=-5$, with $r=s(1/2)$. The energy is then minus the one for $A=4$, $B=5$, which is stationary at $z=1/2$ and has its strict maximum there. The sign change turns this into a strict minimum at partial polarization.

## The jump at $r_c$

Only the endpoints remain to be compared. Write $c=2^{1/3}$. Then $f(p,0)=1$, $f(5/3,1)=c^2$ and $f(4/3,1)=c$, so

$$e(1)-e(0)=\frac{A(c^2-1)}{r^2}-\frac{B(c-1)}{r}=\frac{(c-1)B}{r^2}\,(r_c-r).$$

```lean
/-- The energy of the fully polarized gas minus that of the unpolarized gas equals `(2^(1/3) - 1) *
B / r^2` times `criticalRadius A B - r`. -/
theorem energy_one_sub_zero (A : ℝ) {B r : ℝ} (hB : 0 < B) (hr : 0 < r) :
    energy A B r 1 - energy A B r 0 =
      ((2 : ℝ) ^ (1 / 3 : ℝ) - 1) * B / r ^ 2 * (criticalRadius A B - r) := by
  have h0 : ∀ p : ℝ, polarFactor p 0 = 1 := by
    intro p
    norm_num [polarFactor]
  have h5 : polarFactor (5 / 3) 1 = ((2 : ℝ) ^ (1 / 3 : ℝ)) ^ 2 := by
    unfold polarFactor
    rw [show (1 : ℝ) + 1 = 2 by norm_num, sub_self, Real.zero_rpow (by norm_num),
      show (5 / 3 : ℝ) = 1 + 2 / 3 by norm_num, Real.rpow_add (by norm_num), Real.rpow_one,
      rpow_two_thirds (by norm_num)]
    ring
  have h4 : polarFactor (4 / 3) 1 = (2 : ℝ) ^ (1 / 3 : ℝ) := by
    unfold polarFactor
    rw [show (1 : ℝ) + 1 = 2 by norm_num, sub_self, Real.zero_rpow (by norm_num),
      show (4 / 3 : ℝ) = 1 + 1 / 3 by norm_num, Real.rpow_add (by norm_num), Real.rpow_one]
    ring
  unfold energy criticalRadius
  rw [h0, h0, h5, h4]
  generalize (2 : ℝ) ^ (1 / 3 : ℝ) = c
  field_simp
  ring
```

For $B>0$ the prefactor is positive, and the sign of $r_c-r$ decides. The unpolarized gas is lower for $r<r_c$, the fully polarized gas for $r>r_c$, and the two are degenerate at $r=r_c$. Every partially polarized state lies strictly above one of the endpoints, so it is never a minimizer, not even at the degeneracy.

In atomic units, $A=\tfrac{3}{10}(9\pi/4)^{2/3}\approx1.105$ and $B=\tfrac{3}{4\pi}(9\pi/4)^{1/3}\approx0.458$, which puts the jump at $r_c\approx5.45$ Bohr radii. The theorem itself holds for all positive $A$ and $B$.

In the statement below, `IsMinOn (energy A B r) (Icc 0 1) z` means that no polarization in $[0,1]$ has lower energy than $z$. The three equivalences thus give the complete set of minimizers: $\{0\}$ below $r_c$, $\{0,1\}$ at $r_c$, and $\{1\}$ above it. In the proof, `key` places each partially polarized state above an endpoint, `hmin` reduces minimality to a comparison with the two endpoints, and `hgap` supplies their energy difference.

```lean
/-- Among polarizations between 0 and 1, the Hartree-Fock energy is minimal only at 0 below the
critical radius and only at 1 above it; at the critical radius exactly these two minimize it. -/
theorem ground_state_jump {A B r z : ℝ} (hA : 0 < A) (hB : 0 < B) (hr : 0 < r)
    (hz : z ∈ Icc (0 : ℝ) 1) :
    (r < criticalRadius A B → (IsMinOn (energy A B r) (Icc 0 1) z ↔ z = 0)) ∧
    (r = criticalRadius A B → (IsMinOn (energy A B r) (Icc 0 1) z ↔ z = 0 ∨ z = 1)) ∧
    (criticalRadius A B < r → (IsMinOn (energy A B r) (Icc 0 1) z ↔ z = 1)) := by
  -- every partially polarized state lies above one of the two endpoints
  have key : ∀ w ∈ Icc (0 : ℝ) 1, w = 0 ∨ w = 1 ∨
      energy A B r 0 < energy A B r w ∨ energy A B r 1 < energy A B r w := by
    intro w hw
    rcases hw.1.eq_or_lt with h0 | h0
    · exact Or.inl h0.symm
    rcases hw.2.eq_or_lt with h1 | h1
    · exact Or.inr (Or.inl h1)
    rcases le_total (4 * B * r) (5 * A * fermiSum w) with h | h
    · exact Or.inr (Or.inr (Or.inl
        (energy_strictMonoOn hA hr hw h ⟨le_rfl, hw.1⟩ ⟨hw.1, le_rfl⟩ h0)))
    · exact Or.inr (Or.inr (Or.inr
        (energy_strictAntiOn hA hr hw h ⟨le_rfl, hw.2⟩ ⟨hw.2, le_rfl⟩ h1)))
  have hmin : IsMinOn (energy A B r) (Icc 0 1) z ↔
      energy A B r z ≤ energy A B r 0 ∧ energy A B r z ≤ energy A B r 1 := by
    rw [isMinOn_iff]
    refine ⟨fun h => ⟨h 0 (by norm_num), h 1 (by norm_num)⟩, fun h w hw => ?_⟩
    rcases key w hw with h' | h' | h' | h'
    · rw [h']; exact h.1
    · rw [h']; exact h.2
    · exact h.1.trans h'.le
    · exact h.2.trans h'.le
  have hgap := energy_one_sub_zero A hB hr
  have hc : 0 < (2 : ℝ) ^ (1 / 3 : ℝ) - 1 :=
    sub_pos.2 (Real.one_lt_rpow (by norm_num) (by norm_num))
  have hk : 0 < ((2 : ℝ) ^ (1 / 3 : ℝ) - 1) * B / r ^ 2 :=
    div_pos (mul_pos hc hB) (by positivity)
  rw [hmin]
  refine ⟨fun h => ?_, fun h => ?_, fun h => ?_⟩
  · have hlt := mul_pos hk (sub_pos.2 h)
    constructor
    · rintro ⟨m0, m1⟩
      rcases key z hz with h' | h' | h' | h'
      · exact h'
      · rw [h'] at m0; linarith
      · linarith
      · linarith
    · intro h'
      rw [h']
      constructor <;> linarith
  · rw [← h, sub_self, mul_zero] at hgap
    constructor
    · rintro ⟨m0, m1⟩
      rcases key z hz with h' | h' | h' | h'
      · exact Or.inl h'
      · exact Or.inr h'
      · linarith
      · linarith
    · rintro (h' | h') <;> rw [h'] <;> constructor <;> linarith
  · have hlt := mul_neg_of_pos_of_neg hk (sub_neg.2 h)
    constructor
    · rintro ⟨m0, m1⟩
      rcases key z hz with h' | h' | h' | h'
      · rw [h'] at m1; linarith
      · exact h'
      · linarith
      · linarith
    · intro h'
      rw [h']
      constructor <;> linarith

end

end StonerJump
```

```lean
#print axioms StonerJump.no_partial_local_min
-- 'StonerJump.no_partial_local_min' depends on axioms: [propext, Classical.choice, Quot.sound]
#print axioms StonerJump.stationary_is_strict_max
-- 'StonerJump.stationary_is_strict_max' depends on axioms: [propext, Classical.choice, Quot.sound]
#print axioms StonerJump.energy_one_sub_zero
-- 'StonerJump.energy_one_sub_zero' depends on axioms: [propext, Classical.choice, Quot.sound]
#print axioms StonerJump.ground_state_jump
-- 'StonerJump.ground_state_jump' depends on axioms: [propext, Classical.choice, Quot.sound]
```
